# The exact change of the two-channel Fert-Campbell resistivity with spin mixing

In the Fert-Campbell model, two spin channels with resistivities `r1` and `r2` carry current in parallel, and a spin-mixing term `s` couples them; the total resistivity is (r1 r2 + s (r1 + r2)) / (r1 + r2 + 4s). The theorem `resistivity_sub` says that when the mixing goes from `s` to `t`, with `r1` and `r2` fixed, this resistivity changes by exactly (t − s)(r1 − r2)² / ((r1 + r2 + 4s)(r1 + r2 + 4t)). All the parameters are real numbers, and the only assumption is that neither r1 + r2 + 4s nor r1 + r2 + 4t is zero. The attempt unfolds the definition, calls `field_simp` to clear the denominators, and leaves the remaining identity to `ring`.

The first attempt, which Lean rejects:

```lean
import Mathlib

open Filter Topology

namespace FertCampbell

noncomputable section

/-- The Fert-Campbell resistivity of two spin channels with spin mixing `s`, for
`r1 + r2 + 4 * s ≠ 0`. -/
def resistivity (r1 r2 s : ℝ) : ℝ :=
  (r1 * r2 + s * (r1 + r2)) / (r1 + r2 + 4 * s)

/-- The exact change of the resistivity when the spin mixing goes from `s` to `t`. -/
theorem resistivity_sub {r1 r2 s t : ℝ} (hs : r1 + r2 + 4 * s ≠ 0) (ht : r1 + r2 + 4 * t ≠ 0) :
    resistivity r1 r2 t - resistivity r1 r2 s =
      (t - s) * (r1 - r2) ^ 2 / ((r1 + r2 + 4 * s) * (r1 + r2 + 4 * t)) := by
  unfold resistivity
  field_simp
  ring

end

end FertCampbell
```

The compiler's answer:

```
Try this:
  [apply] ring_nf
  
  The `ring` tactic failed to close the goal. Use `ring_nf` to obtain a normal form.
    
  Note that `ring` works primarily in *commutative* rings. If you have a noncommutative ring, abelian group or module, consider using `noncomm_ring`, `abel` or `module` instead.
Main.lean:17:75: error: unsolved goals
r1 r2 s t : ℝ
hs : r1 + r2 + 4 * s ≠ 0
ht : r1 + r2 + 4 * t ≠ 0
⊢ -(r1 * r2) + r1 * r2 * t * (r1 + r2 + t * 4)⁻¹ * 2 + r1 * r2 * s * (r1 + r2 + t * 4)⁻¹ * 4 +
                    r1 * r2 ^ 2 * (r1 + r2 + t * 4)⁻¹ +
                  r1 * t * s * (r1 + r2 + t * 4)⁻¹ * 4 -
                r1 * s +
              r1 ^ 2 * r2 * (r1 + r2 + t * 4)⁻¹ +
            r1 ^ 2 * t * (r1 + r2 + t * 4)⁻¹ +
          r2 * t * s * (r1 + r2 + t * 4)⁻¹ * 4 -
        r2 * s +
      r2 ^ 2 * t * (r1 + r2 + t * 4)⁻¹ =
    -(r1 * r2 * t * (r1 + r2 + t * 4)⁻¹ * 2) + r1 * r2 * s * (r1 + r2 + t * 4)⁻¹ * 2 +
            r1 ^ 2 * t * (r1 + r2 + t * 4)⁻¹ -
          r1 ^ 2 * s * (r1 + r2 + t * 4)⁻¹ +
        r2 ^ 2 * t * (r1 + r2 + t * 4)⁻¹ -
      r2 ^ 2 * s * (r1 + r2 + t * 4)⁻¹
```

The "Try this" message says that `ring` failed to close the goal, and the error shows what was left after its fallback to `ring_nf`. The factor `(r1 + r2 + t * 4)⁻¹` is still there on both sides, while no inverse of the denominator with `s` remains. So `field_simp` cleared only one of the two denominators; the messages don't show why it stopped there, though `ht` was in the context. The remaining equation is true, but proving it requires cancelling r1 + r2 + 4t against its inverse. That step needs `ht`, and `ring` does not use such hypotheses.

The repair replaces `field_simp` with two explicit rewrites. `div_sub_div` puts the difference on the left over a common denominator, and `div_eq_div_iff` turns the equality of fractions into a cross-multiplied one. Both are given the nonvanishing facts they need, built from `hs` and `ht`. No division is left, and `ring` proves the polynomial identity.

As a diff, the version that Lean accepts:

```diff
@@ -17,5 +17,5 @@
       (t - s) * (r1 - r2) ^ 2 / ((r1 + r2 + 4 * s) * (r1 + r2 + 4 * t)) := by
   unfold resistivity
-  field_simp
+  rw [div_sub_div _ _ ht hs, div_eq_div_iff (mul_ne_zero ht hs) (mul_ne_zero hs ht)]
   ring
 
```
